# Ward identity for G = (z − H)⁻¹ with H a finite Hermitian matrix: Σ_j |G_ij|² = −Im G_ii / Im z off the real axis

Q: Take two sites at energy zero, joined by a real hopping t, at a complex energy z with Im z > 0. Inverting z − H gives

G₁₁ = z / (z² − t²),  G₁₂ = t / (z² − t²).

The squared moduli in the first row add up to

|G₁₁|² + |G₁₂|² = (|z|² + t²) / |z² − t²|².

For the imaginary part I multiply numerator and denominator of G₁₁ by the conjugate of z² − t²:

Im G₁₁ = Im(|z|² z̄ − t² z) / |z² − t²|² = −Im z (|z|² + t²) / |z² − t²|².

So the row sum is −Im G₁₁ / Im z. Is that an accident of two sites?

A: No, it needs only H = H†. Write A = z − H, so that GA = AG = 1 and, taking adjoints, A†G† = G†A† = 1. Then

G(A† − A)G† = G(A†G†) − (GA)G† = G − G†.

Since A† − A = (z̄ − z) + (H − H†), this says

G − G† = (z̄ − z) GG† + G(H − H†)G†.

For Hermitian H the last term vanishes. The (i,i) entry of what remains is

2i Im G_ii = −2i Im z Σ_j |G_ij|²,

and dividing by −2i Im z gives the identity.

Q: You assumed that G exists.

A: It does whenever Im z ≠ 0. If z − H were singular, there would be a vector v ≠ 0 with Hv = zv, hence v†Hv = z v†v. Hermiticity also gives v†H = (Hv)† = z̄ v†, hence v†Hv = z̄ v†v. As v†v ≠ 0, z = z̄, which contradicts Im z ≠ 0.

Q: And the inequalities?

A: Let η = Im z > 0. Row i of G cannot vanish, because Σ_j G_ij A_ji = 1. The sum is therefore positive and Im G_ii < 0. Keeping one term of the sum gives

|G_ij|² ≤ −Im G_ii / η,

with equality exactly when the other terms are zero. Since −Im G_ii ≤ |G_ii|, the case j = i reads |G_ii|² ≤ |G_ii| / η, so |G_ii| ≤ 1/η. Putting this back for general j,

|G_ij|² ≤ |G_ii| / η ≤ 1/η²,

so every entry has modulus at most 1/η.

Q: I accept the algebra. What I doubt is that the Lean file talks about my Hamiltonian. What is `n`?

A: The set of labels for your basis: sites, orbitals or configurations. It can be any finite type, so no ordering or particular size is built in.

```lean
import Mathlib

open Matrix
open scoped ComplexOrder

namespace GreenWardIdentity

variable {n : Type*} [Fintype n] [DecidableEq n]
```

Q: And the Green's function?

A: It is the matrix inverse of z·1 − H, with this sign and no factor of i.

```lean
/-- The Green's matrix `G(z) = (z - H)⁻¹` of a Hamiltonian matrix `H`, meaningful for
energies `z` at which `z - H` is invertible. -/
noncomputable def green (H : Matrix n n ℂ) (z : ℂ) : Matrix n n ℂ :=
  (z • (1 : Matrix n n ℂ) - H)⁻¹
```

`Matrix n n ℂ` is a complex matrix with rows and columns labelled by `n`, and `green H z i j` is G_ij. The convention matters: with (H − z)⁻¹ the imaginary parts would change sign. Here Im z > 0 is the retarded side, where the diagonal entries have negative imaginary part. The 1 in the definition also says that the basis is orthonormal.

Q: Lean returns some matrix for `⁻¹` even when there is no inverse. Could the theorems be about that?

A: No. For a singular matrix it returns zero, but the next theorem excludes that case for Hermitian H off the real axis.

```lean
/-- For Hermitian `H` and an energy `z` off the real axis, `z - H` has nonzero determinant. -/
theorem det_ne_zero {H : Matrix n n ℂ} (hH : H.IsHermitian) {z : ℂ} (hz : z.im ≠ 0) :
    (z • (1 : Matrix n n ℂ) - H).det ≠ 0 := by
  intro h0
  -- a null vector of `z - H` is an eigenvector of `H` with eigenvalue `z`
  obtain ⟨v, hv, hv0⟩ := Matrix.exists_mulVec_eq_zero_iff.mpr h0
  have h1 : H *ᵥ v = z • v := by
    rw [Matrix.sub_mulVec, Matrix.smul_mulVec, Matrix.one_mulVec, sub_eq_zero] at hv0
    exact hv0.symm
  have h2 : star v ⬝ᵥ (H *ᵥ v) = z * (star v ⬝ᵥ v) := by
    rw [h1, dotProduct_smul, smul_eq_mul]
  have h3 : star v ⬝ᵥ (H *ᵥ v) = star z * (star v ⬝ᵥ v) := by
    have hs : star v ᵥ* H = star (H *ᵥ v) := by rw [Matrix.star_mulVec, hH.eq]
    rw [Matrix.dotProduct_mulVec, hs, h1, star_smul, smul_dotProduct, smul_eq_mul]
  have h4 : star v ⬝ᵥ v ≠ 0 := fun h => hv (dotProduct_star_self_eq_zero.mp h)
  -- hence `z` would be real
  have h5 : z = star z := mul_right_cancel₀ h4 (h2.symm.trans h3)
  have h6 : z.im = -z.im := congrArg Complex.im h5
  exact hz (by linarith)
```

The hypothesis `hH : H.IsHermitian` is H† = H, and `hz : z.im ≠ 0` puts z off the real axis. The proof is the null-vector argument. A zero determinant supplies `v`; `h1` is Hv = zv; `h2` and `h3` evaluate v†Hv in the two ways, with `star z` for z̄; `h4` says v†v ≠ 0. Cancelling that factor gives `h5`, z = z̄, and comparing imaginary parts contradicts `hz`.

Q: Where does Hermiticity enter the identity itself? If you assume it throughout, I can't see how much work it does.

A: The matrix version answers that, because it is an equivalence.

```lean
/-- Wherever `z - H` is invertible, the matrix Ward identity `G - G† = (z̄ - z) G G†` holds
if and only if `H` is Hermitian. -/
theorem isHermitian_iff_ward_matrix {H : Matrix n n ℂ} {z : ℂ}
    (hdet : (z • (1 : Matrix n n ℂ) - H).det ≠ 0) :
    H.IsHermitian ↔
      green H z - (green H z)ᴴ = (star z - z) • (green H z * (green H z)ᴴ) := by
  obtain ⟨A, hAdef⟩ : ∃ A, A = z • (1 : Matrix n n ℂ) - H := ⟨_, rfl⟩
  obtain ⟨G, hG⟩ : ∃ G, G = green H z := ⟨_, rfl⟩
  have hGA : G * A = 1 := by
    rw [hG, hAdef, green, Matrix.nonsing_inv_mul _ (isUnit_iff_ne_zero.mpr hdet)]
  have hAG : A * G = 1 := mul_eq_one_comm.mp hGA
  have hGA' : Aᴴ * Gᴴ = 1 := by
    rw [← Matrix.conjTranspose_mul, hGA, Matrix.conjTranspose_one]
  have hAG' : Gᴴ * Aᴴ = 1 := mul_eq_one_comm.mp hGA'
  have hA : Aᴴ - A = (star z - z) • (1 : Matrix n n ℂ) + (H - Hᴴ) := by
    rw [hAdef, Matrix.conjTranspose_sub, Matrix.conjTranspose_smul, Matrix.conjTranspose_one]
    module
  -- `G - G† = G (A† - A) G†` splits into the Ward term and an anti-Hermitian correction
  have key : G - Gᴴ = (star z - z) • (G * Gᴴ) + G * (H - Hᴴ) * Gᴴ := by
    have h1 : G - Gᴴ = G * (Aᴴ - A) * Gᴴ := by
      rw [mul_sub, sub_mul, hGA, one_mul, mul_assoc, hGA', mul_one]
    rw [h1, hA, mul_add, add_mul, mul_smul_comm, mul_one, smul_mul_assoc]
  rw [← hG]
  constructor
  · intro hH
    rw [key, hH.eq, sub_self, mul_zero, zero_mul, add_zero]
  · intro hW
    have h0 : G * (H - Hᴴ) * Gᴴ = 0 := by
      rw [hW] at key
      exact left_eq_add.mp key
    -- strip the invertible factors from the correction
    have h1 : H - Hᴴ = 0 := by
      calc H - Hᴴ = (A * G) * (H - Hᴴ) * (Gᴴ * Aᴴ) := by
            rw [hAG, hAG', one_mul, mul_one]
        _ = A * (G * (H - Hᴴ) * Gᴴ) * Aᴴ := by noncomm_ring
        _ = 0 := by rw [h0, mul_zero, zero_mul]
    exact (sub_eq_zero.mp h1).symm
```

Here `ᴴ` is the adjoint. The theorem assumes only that z − H is invertible, so it covers real z away from the eigenvalues too. There the right-hand side is zero, and the statement becomes that G is Hermitian exactly when H is. The converse assumes the full matrix equation at a single z; with two or more labels, its diagonal entries alone would not be enough.

In the proof, `hGA`, `hAG`, `hGA'` and `hAG'` are the four products equal to 1. `hA` computes A† − A, and `key` is the formula with the correction G(H − H†)G†. In the forward direction the correction drops out. In the other direction it must be zero, and the `calc` block multiplies it by A on the left and A† on the right, which leaves H − H† = 0.

Q: "Ward identity" makes me think of gauge invariance and vertex functions.

A: Those relations connect vertices to self-energies in a field theory, and nothing of that kind is derived here. This is the resolvent identity that carries the same name in work on random matrices and disordered systems. Its row form is the next theorem.

```lean
/-- **Ward identity.** For Hermitian `H` and `Im z ≠ 0`, the squared moduli in row `i` of the
Green's matrix sum to `-Im G_ii / Im z`. -/
theorem ward_identity {H : Matrix n n ℂ} (hH : H.IsHermitian) {z : ℂ} (hz : z.im ≠ 0) (i : n) :
    ∑ j, ‖green H z i j‖ ^ 2 = -(green H z i i).im / z.im := by
  have h := congrFun (congrFun
    ((isHermitian_iff_ward_matrix (det_ne_zero hH hz)).mp hH) i) i
  have hs : (green H z * (green H z)ᴴ) i i = ((∑ j, ‖green H z i j‖ ^ 2 : ℝ) : ℂ) := by
    rw [Matrix.mul_apply, Complex.ofReal_sum]
    refine Finset.sum_congr rfl fun j _ => ?_
    rw [Matrix.conjTranspose_apply, ← Complex.normSq_eq_norm_sq]
    exact Complex.mul_conj _
  rw [Matrix.sub_apply, Matrix.smul_apply, hs, Matrix.conjTranspose_apply, smul_eq_mul] at h
  -- compare imaginary parts of the diagonal entry
  have him := congrArg Complex.im h
  simp only [Complex.sub_im, Complex.mul_im, Complex.ofReal_im, Complex.ofReal_re,
    Complex.star_def, Complex.conj_im, mul_zero, zero_add] at him
  rw [eq_div_iff hz]
  linear_combination him / 2
```

`‖green H z i j‖` is the modulus |G_ij|, `.im` is the imaginary part, and the sum runs over all labels j. The theorem allows either sign of Im z. The two uses of `congrFun` select the (i,i) entry of the matrix identity, `hs` recognises (GG†)_ii as the sum of squared moduli, and `him` compares imaginary parts. The division by 2 in the last line removes the common factor from 2 Im G_ii and 2 Im z.

Q: What does this buy me in a calculation?

A: For a finite non-interacting model, −Im G_ii / π at Im z = η is the local density of states with Lorentzian broadening η. The identity says that it equals (η/π) Σ_j |G_ij|², so a numerically computed row of G can be checked against its own diagonal entry.

Q: Then the density of states had better be positive.

A: Strictly positive at every site, for every η > 0.

```lean
/-- For Hermitian `H` and `Im z > 0`, every diagonal entry of the Green's matrix has strictly
negative imaginary part. -/
theorem im_diag_neg {H : Matrix n n ℂ} (hH : H.IsHermitian) {z : ℂ} (hz : 0 < z.im) (i : n) :
    (green H z i i).im < 0 := by
  -- a row of an invertible matrix cannot vanish
  have hne : ∃ j, green H z i j ≠ 0 := by
    by_contra! hcon
    have h1 : (green H z * (z • (1 : Matrix n n ℂ) - H)) i i = 1 := by
      rw [green, Matrix.nonsing_inv_mul _ (isUnit_iff_ne_zero.mpr (det_ne_zero hH hz.ne')),
        Matrix.one_apply_eq]
    rw [Matrix.mul_apply] at h1
    exact zero_ne_one
      ((Finset.sum_eq_zero fun j _ => by rw [hcon j, zero_mul]).symm.trans h1)
  obtain ⟨j, hj⟩ := hne
  have hpos : 0 < ∑ k, ‖green H z i k‖ ^ 2 :=
    Finset.sum_pos' (fun k _ => sq_nonneg _)
      ⟨j, Finset.mem_univ j, pow_pos (norm_pos_iff.mpr hj) 2⟩
  rw [ward_identity hH hz.ne' i] at hpos
  have h2 := mul_pos hpos hz
  rw [div_mul_cancel₀ _ hz.ne'] at h2
  linarith
```

`hne` is the statement that the row has a nonzero entry: if all entries vanished, the (i,i) entry of G(z − H) would be 0, but it is 1. So `hpos` has a positive sum, the Ward identity rewrites it as −Im G_ii / Im z, and multiplying by Im z > 0 gives the sign.

Q: Is that causality?

A: It is the sign condition that goes with the retarded function. The file contains no time variable and takes no limit η → 0, so it says nothing about a response vanishing before its cause.

Q: What about the bound on a single entry?

A: It is one nonnegative term compared with the whole sum.

```lean
/-- For Hermitian `H` and `Im z ≠ 0`, each squared modulus `|G_ij|²` is at most
`-Im G_ii / Im z`. -/
theorem sq_norm_le {H : Matrix n n ℂ} (hH : H.IsHermitian) {z : ℂ} (hz : z.im ≠ 0) (i j : n) :
    ‖green H z i j‖ ^ 2 ≤ -(green H z i i).im / z.im := by
  rw [← ward_identity hH hz i]
  exact Finset.single_le_sum (f := fun k => ‖green H z i k‖ ^ 2)
    (fun k _ => sq_nonneg _) (Finset.mem_univ j)
```

Q: When is it sharp?

A: When the rest of the row vanishes.

```lean
/-- For Hermitian `H` and `Im z ≠ 0`, `|G_ij|²` equals `-Im G_ii / Im z` exactly when all
other entries of row `i` of the Green's matrix vanish. -/
theorem sq_norm_eq_iff {H : Matrix n n ℂ} (hH : H.IsHermitian) {z : ℂ} (hz : z.im ≠ 0)
    (i j : n) :
    ‖green H z i j‖ ^ 2 = -(green H z i i).im / z.im ↔ ∀ k, k ≠ j → green H z i k = 0 := by
  have hw := ward_identity hH hz i
  -- separate the `j` term from the rest of the row
  have hsplit : ‖green H z i j‖ ^ 2 + ∑ k ∈ Finset.univ.erase j, ‖green H z i k‖ ^ 2
      = ∑ k, ‖green H z i k‖ ^ 2 :=
    Finset.add_sum_erase Finset.univ (fun k => ‖green H z i k‖ ^ 2) (Finset.mem_univ j)
  have h0 : ∑ k ∈ Finset.univ.erase j, ‖green H z i k‖ ^ 2 = 0 ↔
      ∀ k ∈ Finset.univ.erase j, ‖green H z i k‖ ^ 2 = 0 :=
    Finset.sum_eq_zero_iff_of_nonneg (fun k _ => sq_nonneg _)
  constructor
  · intro h k hk
    have hk0 := h0.mp (by linarith) k (Finset.mem_erase.mpr ⟨hk, Finset.mem_univ k⟩)
    exact norm_eq_zero.mp ((pow_eq_zero_iff two_ne_zero).mp hk0)
  · intro h
    have hs := h0.mpr (fun k hk => by
      rw [h k (Finset.ne_of_mem_erase hk), norm_zero, zero_pow two_ne_zero])
    linarith
```

`hsplit` separates the j term from the others, and `h0` says that a sum of nonnegative numbers is zero only if each of them is. For a single level there are no other entries, so equality always holds. In larger systems the physics is simple: G_ii ≠ 0 when Im z > 0, so equality requires j = i, and multiplying row i of G, whose only nonzero entry is then G_ii, on the right by z − H shows that site i is coupled to no other site.

Q: You also claimed a bound that doesn't mention G_ii.

A: That one uses the previous inequality twice.

```lean
/-- For Hermitian `H` and `Im z > 0`, every entry of the Green's matrix has modulus at most
`1 / Im z`. -/
theorem norm_le_inv_im {H : Matrix n n ℂ} (hH : H.IsHermitian) {z : ℂ} (hz : 0 < z.im)
    (i j : n) : ‖green H z i j‖ ≤ 1 / z.im := by
  have him : -(green H z i i).im ≤ ‖green H z i i‖ :=
    (neg_le_abs _).trans (Complex.abs_im_le_norm _)
  have hrow : ∀ k, ‖green H z i k‖ ^ 2 * z.im ≤ ‖green H z i i‖ := fun k =>
    ((le_div_iff₀ hz).mp (sq_norm_le hH hz.ne' i k)).trans him
  -- first the diagonal entry, then the whole row
  have hd : ‖green H z i i‖ * z.im ≤ 1 := by
    by_contra! hc
    have hp : 0 < ‖green H z i i‖ := pos_of_mul_pos_left (one_pos.trans hc) hz.le
    nlinarith [hrow i, mul_pos hp (sub_pos.mpr hc)]
  have hj := mul_le_mul_of_nonneg_right (hrow j) hz.le
  rw [le_div_iff₀ hz]
  by_contra! hc
  nlinarith [mul_pos (sub_pos.mpr hc) (sub_pos.mpr hc)]

end GreenWardIdentity
```

`hrow` is |G_ik|² η ≤ |G_ii| for every k. `hd` takes k = i and concludes |G_ii| η ≤ 1: if the product exceeded 1, then |G_ii| would be positive and `hrow i` would fail. `hj` is `hrow` for k = j multiplied by η, so together with `hd` it gives (|G_ij| η)² ≤ 1. A single level at energy Re z attains the bound.

```lean
#print axioms GreenWardIdentity.isHermitian_iff_ward_matrix
#print axioms GreenWardIdentity.im_diag_neg
#print axioms GreenWardIdentity.sq_norm_eq_iff
#print axioms GreenWardIdentity.norm_le_inv_im
```

```
'GreenWardIdentity.isHermitian_iff_ward_matrix' depends on axioms: [propext, Classical.choice, Quot.sound]
'GreenWardIdentity.im_diag_neg' depends on axioms: [propext, Classical.choice, Quot.sound]
'GreenWardIdentity.sq_norm_eq_iff' depends on axioms: [propext, Classical.choice, Quot.sound]
'GreenWardIdentity.norm_le_inv_im' depends on axioms: [propext, Classical.choice, Quot.sound]
```

Q: Which of my systems fall outside?

A: Infinite lattices and continuum Hamiltonians, since `n` is finite. Interacting one-particle Green's functions with an energy-dependent self-energy are also not covered. You may take H to be a many-body Hamiltonian in a finite configuration basis, but then G is its resolvent, not the one-particle function.

Q: My atomic orbitals overlap. How would the statement look if it had been set up for them?

A: With a positive definite overlap matrix S, the definition would be G = (zS − H)⁻¹. The same algebra then has A† − A = (z̄ − z)S, and the row sum is replaced by

Σ_jk G_ij S_jk G̅_ik = −Im G_ii / Im z,

where G̅_ik is the complex conjugate of G_ik. The diagonal sign survives because S is positive definite. The bound on a single entry would change, since the left side is no longer a sum of separate squared moduli; the overlap would have to appear in it.

Q: And if I add an absorbing potential, so that H is no longer Hermitian?

A: Then the correction term is the interesting part. Write H = H₀ − iΓ with H₀ and Γ Hermitian, so that H − H† = −2iΓ. Wherever z − H is invertible, the diagonal of the formula called `key` gives

−Im G_ii = Im z Σ_j |G_ij|² + (GΓG†)_ii.

If Γ has no negative eigenvalues, the last term is nonnegative. It is not the change that absorption makes to −Im G_ii, because G in the first term depends on Γ as well: for a single level at energy Re z, with Γ = γ > 0 and Im z = η > 0, absorption lowers −Im G_ii from 1/η to 1/(η + γ). This balance is a short step from `key`, which is proved for any H with z − H invertible, but the file does not state it as a theorem.
